# On shell and off resonance, commuting dipole matrices make the minimal-coupling amplitude $-ww'$ times the Kramers–Heisenberg sum

A code that computes Raman or elastic scattering from excitation energies and dipole matrix elements, permanent dipoles included, may replace velocity matrix elements by dipole ones, multiply the sum by $-ww'$ and drop the contact term. Suppose that the velocity couplings and the contact term are formed from the dipole matrices by commutators with the Hamiltonian. For a finite set of undamped levels, the replacement is then exact if the dipole matrices commute, energy is conserved and no denominator vanishes.

Let $H$ be diagonal with real energies $E_r$, and let $A$ and $B$ be the dipole components along the absorbed and emitted polarisations. A photon of frequency $w$ is absorbed and one of frequency $w'$ is emitted while the molecule goes from $i$ to $f$ ($\hbar=1$). Put $A'=[H,A]$, $B'=[H,B]$, $u_r=E_r-E_i-w$, $v_r=E_r-E_i+w'$, and

$$M=\sum_r\left(\frac{B'_{fr}A'_{ri}}{u_r}+\frac{A'_{fr}B'_{ri}}{v_r}\right)+[B,A']_{fi},\qquad
K=\sum_r\left(\frac{B_{fr}A_{ri}}{u_r}+\frac{A_{fr}B_{ri}}{v_r}\right).$$

If $AB=BA$, $E_f+w'=E_i+w$ and all $u_r,v_r$ are nonzero, then $M=-ww'K$.

## Truncated bases and the gauge check

If the matrices commute, an on-shell difference beyond rounding between computed values of $M$ and $-ww'K$ reveals an error, for instance a wrong sign on a nonzero contact term. Agreement does not exclude every error: interchanging $u_r$ and $v_r$ in both expressions leaves the identity intact. Position components commute as operators, but their projections onto a few computed states generally do not. On shell the discrepancy is exactly $w'[A,B]_{fi}$, which a code can evaluate from its dipole matrices.

For example, take energies $0,1$, $A=\begin{pmatrix}0&1\\1&0\end{pmatrix}$ and $B=\begin{pmatrix}1&0\\0&-1\end{pmatrix}$, with $w=3$, $w'=2$, from the lower level to the upper. Then $K=1$ and $-ww'K=-6$, but $M=-2$. The difference is $w'[A,B]_{fi}=2\cdot2=4$.

## Comparing coefficients level by level

Since $H$ is diagonal, $A'_{rs}=(E_r-E_s)A_{rs}$, and likewise for $B'$. Let $\Delta=E_f+w'-E_i-w$ be the energy mismatch. Then

$$E_r-E_i=u_r+w=v_r-w',\qquad E_f-E_r=\Delta-w'-u_r=\Delta+w-v_r.$$

The contact term is $\sum_r[(E_r-E_i)B_{fr}A_{ri}-(E_f-E_r)A_{fr}B_{ri}]$. In $M$, the coefficient of $B_{fr}A_{ri}$ is therefore

$$\frac{(E_f-E_r)(E_r-E_i)}{u_r}+(E_r-E_i)=\frac{(\Delta-w')(u_r+w)}{u_r}=-\frac{ww'}{u_r}-w'+\Delta\frac{E_r-E_i}{u_r},$$

and that of $A_{fr}B_{ri}$ is

$$\frac{(E_f-E_r)(v_r-w')}{v_r}-(E_f-E_r)=-\frac{w'(\Delta+w-v_r)}{v_r}=-\frac{ww'}{v_r}+w'-\Delta\frac{w'}{v_r}.$$

Summing over $r$ gives

$$M=-ww'K+w'[A,B]_{fi}+\Delta\sum_r\left(\frac{B_{fr}A'_{ri}}{u_r}-\frac{w'A_{fr}B_{ri}}{v_r}\right).$$

On shell $\Delta=0$, and commutation removes the middle term. With a single level, $A'=B'=0$ and $w=w'$, so $M=0$; the two terms of $K$ cancel as well.

## The Lean file

```lean
import Mathlib

open Finset

namespace KramersHeisenbergEquivalence

noncomputable section

variable {n : Type*} [Fintype n] [DecidableEq n]

/-- The molecular Hamiltonian in its eigenbasis, with level energies `E r`. -/
def hamiltonian (E : n → ℝ) : Matrix n n ℂ :=
  Matrix.diagonal fun r => (E r : ℂ)

/-- The velocity-type coupling `[H, A]` belonging to a dipole component `A`. -/
def velocity (E : n → ℝ) (A : Matrix n n ℂ) : Matrix n n ℂ :=
  hamiltonian E * A - A * hamiltonian E

/-- The contact term `[B, [H, A]]`, the commutator of `B` with the velocity-type coupling of `A`. -/
def contact (E : n → ℝ) (A B : Matrix n n ℂ) : Matrix n n ℂ :=
  B * velocity E A - velocity E A * B

/-- The minimal-coupling amplitude for `i → f`, with a photon `w` absorbed and a photon `w'`
emitted: two second-order terms in the velocity couplings, plus the contact term. -/
def minimalCoupling (E : n → ℝ) (A B : Matrix n n ℂ) (w w' : ℝ) (f i : n) : ℂ :=
  ∑ r, (velocity E B f r * velocity E A r i / ((E r : ℂ) - E i - w)
      + velocity E A f r * velocity E B r i / ((E r : ℂ) - E i + w'))
    + contact E A B f i

/-- The Kramers-Heisenberg sum over intermediate levels, written with the dipole components. -/
def kramersHeisenberg (E : n → ℝ) (A B : Matrix n n ℂ) (w w' : ℝ) (f i : n) : ℂ :=
  ∑ r, (B f r * A r i / ((E r : ℂ) - E i - w)
      + A f r * B r i / ((E r : ℂ) - E i + w'))

/-- A velocity matrix element is the dipole matrix element times the energy difference. -/
theorem velocity_apply (E : n → ℝ) (A : Matrix n n ℂ) (r s : n) :
    velocity E A r s = ((E r : ℂ) - E s) * A r s := by
  simp only [velocity, hamiltonian, Matrix.sub_apply, Matrix.diagonal_mul,
    Matrix.mul_diagonal]
  ring

/-- The diagonal contact term is an energy-weighted sum over products of dipole
matrix elements. -/
theorem contact_sum_rule (E : n → ℝ) (A B : Matrix n n ℂ) (i : n) :
    contact E A B i i
      = ∑ r, ((E r : ℂ) - E i) * (B i r * A r i + A i r * B r i) := by
  simp only [contact, Matrix.sub_apply, Matrix.mul_apply, velocity_apply,
    ← Finset.sum_sub_distrib]
  refine Finset.sum_congr rfl fun r _ => ?_
  ring

/-- Away from resonance, the minimal-coupling amplitude is `-w w'` times the Kramers-Heisenberg
sum, plus a commutator term and a term proportional to the energy mismatch. -/
theorem minimalCoupling_off_shell (E : n → ℝ) (A B : Matrix n n ℂ) (w w' : ℝ) (f i : n)
    (hu : ∀ r, E r - E i - w ≠ 0) (hv : ∀ r, E r - E i + w' ≠ 0) :
    minimalCoupling E A B w w' f i
      = -((w : ℂ) * w') * kramersHeisenberg E A B w w' f i
        + (w' : ℂ) * (A * B - B * A) f i
        + ((E f : ℂ) + w' - E i - w)
          * ∑ r, (B f r * velocity E A r i / ((E r : ℂ) - E i - w)
              - w' * (A f r * B r i) / ((E r : ℂ) - E i + w')) := by
  -- every term is a sum over the same intermediate levels
  simp only [minimalCoupling, contact, kramersHeisenberg, Matrix.sub_apply, Matrix.mul_apply,
    velocity_apply, Finset.mul_sum, ← Finset.sum_sub_distrib, ← Finset.sum_add_distrib]
  refine Finset.sum_congr rfl fun r _ => ?_
  have hu' : (E r : ℂ) - E i - w ≠ 0 := by exact_mod_cast hu r
  have hv' : (E r : ℂ) - E i + w' ≠ 0 := by exact_mod_cast hv r
  -- the identity holds level by level
  field_simp
  ring

/-- When energy is conserved and no denominator vanishes, the minimal-coupling amplitude equals `-w
w'` times the Kramers-Heisenberg sum exactly when the `f i` element of the commutator of `A` and `B`
vanishes. -/
theorem equivalence_iff_commutator (E : n → ℝ) (A B : Matrix n n ℂ) (w w' : ℝ) (f i : n)
    (hE : E f + w' = E i + w)
    (hu : ∀ r, E r - E i - w ≠ 0) (hv : ∀ r, E r - E i + w' ≠ 0) :
    minimalCoupling E A B w w' f i
        = -((w : ℂ) * w') * kramersHeisenberg E A B w w' f i
      ↔ (A * B - B * A) f i = 0 := by
  have h1 : (E f : ℂ) + w' = E i + w := by exact_mod_cast hE
  have h0 : (E f : ℂ) + w' - E i - w = 0 := by linear_combination h1
  -- the level `r = i` forces the emitted frequency to be nonzero
  have hw : w' ≠ 0 := by
    have h := hv i
    rwa [sub_self, zero_add] at h
  have hw' : (w' : ℂ) ≠ 0 := by exact_mod_cast hw
  rw [minimalCoupling_off_shell E A B w w' f i hu hv, h0, zero_mul, add_zero]
  constructor
  · intro h
    have h2 : (w' : ℂ) * (A * B - B * A) f i = 0 := by linear_combination h
    exact (mul_eq_zero.mp h2).resolve_left hw'
  · intro h
    rw [h, mul_zero, add_zero]

/-- For commuting dipole components, conserved energy and nonzero denominators, the minimal-coupling
amplitude is `-w w'` times the Kramers-Heisenberg sum. -/
theorem minimalCoupling_eq_kramersHeisenberg (E : n → ℝ) (A B : Matrix n n ℂ) (w w' : ℝ)
    (f i : n) (hAB : A * B = B * A) (hE : E f + w' = E i + w)
    (hu : ∀ r, E r - E i - w ≠ 0) (hv : ∀ r, E r - E i + w' ≠ 0) :
    minimalCoupling E A B w w' f i
      = -((w : ℂ) * w') * kramersHeisenberg E A B w w' f i := by
  refine (equivalence_iff_commutator E A B w w' f i hE hu hv).2 ?_
  rw [hAB, sub_self, Matrix.zero_apply]

/-- For elastic scattering with commuting dipole components and nonzero denominators, the squared
modulus of the minimal-coupling amplitude is the fourth power of the frequency times the squared
modulus of the Kramers-Heisenberg sum. -/
theorem elastic_fourth_power (E : n → ℝ) (A B : Matrix n n ℂ) (w : ℝ) (i : n)
    (hAB : A * B = B * A)
    (hu : ∀ r, E r - E i - w ≠ 0) (hv : ∀ r, E r - E i + w ≠ 0) :
    ‖minimalCoupling E A B w w i i‖ ^ 2
      = w ^ 4 * ‖kramersHeisenberg E A B w w i i‖ ^ 2 := by
  rw [minimalCoupling_eq_kramersHeisenberg E A B w w i i hAB rfl hu hv]
  simp only [norm_mul, norm_neg, Complex.norm_real, Real.norm_eq_abs, mul_pow, sq_abs]
  ring

/-- Two levels with energies 0 and 1. -/
def levels : Fin 2 → ℝ := ![0, 1]

/-- A dipole component of the two-level molecule for the absorbed photon. -/
def dipoleIn : Matrix (Fin 2) (Fin 2) ℂ := !![1, 1; 1, 0]

/-- A dipole component of the two-level molecule for the emitted photon. -/
def dipoleOut : Matrix (Fin 2) (Fin 2) ℂ := !![0, 1; 1, -1]

/-- The two-level molecule, absorbing frequency 3 and emitting frequency 2, has commuting dipole
components, conserves energy, is off resonance, and has minimal-coupling amplitude `-1`. -/
theorem raman_witness :
    dipoleIn * dipoleOut = dipoleOut * dipoleIn
      ∧ levels 1 + 2 = levels 0 + 3
      ∧ (∀ r, levels r - levels 0 - 3 ≠ 0)
      ∧ (∀ r, levels r - levels 0 + 2 ≠ 0)
      ∧ minimalCoupling levels dipoleIn dipoleOut 3 2 1 0 = -1 := by
  refine ⟨?_, ?_, ?_, ?_, ?_⟩
  · ext a b
    fin_cases a <;> fin_cases b <;>
      norm_num [dipoleIn, dipoleOut, Matrix.mul_apply, Fin.sum_univ_two]
  · norm_num [levels]
  · intro r
    fin_cases r <;> norm_num [levels]
  · intro r
    fin_cases r <;> norm_num [levels]
  · -- expand all products into matrix elements before inserting the numbers
    simp only [minimalCoupling, contact, Matrix.sub_apply, Matrix.mul_apply, velocity_apply,
      Fin.sum_univ_two]
    norm_num [levels, dipoleIn, dipoleOut]

end

end KramersHeisenbergEquivalence
```

```lean
#print axioms KramersHeisenbergEquivalence.contact_sum_rule
#print axioms KramersHeisenbergEquivalence.minimalCoupling_eq_kramersHeisenberg
#print axioms KramersHeisenbergEquivalence.elastic_fourth_power
```

```
'KramersHeisenbergEquivalence.contact_sum_rule' depends on axioms: [propext, Classical.choice, Quot.sound]
'KramersHeisenbergEquivalence.minimalCoupling_eq_kramersHeisenberg' depends on axioms: [propext, Classical.choice, Quot.sound]
'KramersHeisenbergEquivalence.elastic_fourth_power' depends on axioms: [propext, Classical.choice, Quot.sound]
```

## Exact matrix algebra, with no truncation estimate

In Lean, `n` is the finite set of levels, `E` gives their energies, and `A` and `B` are arbitrary complex matrices, not necessarily Hermitian. `minimalCoupling` is $M$ and `kramersHeisenberg` is $K$, with the final level before the initial one in the arguments. The hypotheses `hAB`, `hE`, `hu` and `hv` express commutation, energy conservation and the absence of resonances.

`velocity_apply` supplies the energy-difference factors. `minimalCoupling_off_shell` puts every term under one sum; `field_simp` clears the denominators and `ring` checks the coefficient identity. `equivalence_iff_commutator` sets $\Delta=0$. Because $v_i=w'$ is nonzero, it can divide by $w'$ and conclude that $M=-ww'K$ holds exactly when $[A,B]_{fi}=0$. The main theorem, `minimalCoupling_eq_kramersHeisenberg`, then uses `hAB`.

`contact_sum_rule` writes the diagonal contact term as an energy-weighted sum. `elastic_fourth_power` gives $|M|^2=w^4|K|^2$ for elastic scattering with commuting dipole matrices and no vanishing denominator; $K$ still depends on $w$, and photon normalisation and flux factors are absent. `raman_witness` checks a two-level case that meets all the hypotheses, with $M=-1$.

The contact term here is the double commutator of the supplied matrices. For electrons in a local potential, the complete operator expression is a constant fixed by the electron number and the polarisations; inserting that constant, or separately computed momentum matrix elements, into a truncated calculation is a different prescription, which these theorems do not cover. Nor do they treat damping, continuum states or corrections beyond the dipole approximation.
